# Fermionic symmetry of the anomalous Green's function of a finite pairing Hamiltonian: $F(z)^T=-F(-z)$ at non-real $z$

Q: In a superconductor a particle can propagate into a hole, because the condensate supplies or absorbs a pair. The amplitude for this is the anomalous function $F_{ij}$, built from two annihilation operators $c_i$ and $c_j$. These anticommute, so I would expect $F$ to be antisymmetric in its spin-orbital labels $i$ and $j$. Yet with a magnetic field I find a symmetric part. What does Fermi statistics really demand?

A: The two operators act at different times. Exchanging them also reverses the time difference, which for the frequency variable means $z\to-z$. The demand is $F_{ji}(z)=-F_{ij}(-z)$, and a symmetric part is allowed if it is odd in $z$. For a finite mean-field Hamiltonian with a given pairing field, this follows from matrix algebra.

Q: Which matrix, and why is its inverse the Green's function?

A: Take, with $\hbar=1$ and the chemical potential absorbed in $h$,
$$\hat H=\sum_{ij}h_{ij}c_i^\dagger c_j+\tfrac12\sum_{ij}\left(D_{ij}c_i^\dagger c_j^\dagger+\text{h.c.}\right).$$
Here $h$ is Hermitian because $\hat H$ is, and $D$, usually written $\Delta$, is antisymmetric because a symmetric part would cancel against $c_i^\dagger c_j^\dagger=-c_j^\dagger c_i^\dagger$. The commutators are
$$[c_i,\hat H]=\sum_j(h_{ij}c_j+D_{ij}c_j^\dagger),\qquad [c_i^\dagger,\hat H]=-\sum_j(D^*_{ij}c_j+h^*_{ij}c_j^\dagger).$$
For the column $\Psi=(c,c^\dagger)$ they give $i\dot\Psi=H\Psi$ with
$$H=\begin{pmatrix}h&D\\-D^*&-h^*\end{pmatrix}.$$
Hence $\{\Psi_\alpha(t),\Psi_\beta^\dagger(0)\}=(e^{-iHt})_{\alpha\beta}$, and for $\operatorname{Im}z>0$
$$G(z)=-i\int_0^\infty e^{izt}e^{-iHt}\,dt=(z-H)^{-1}.$$
The integral over negative times, with prefactor $+i$, gives the same expression in the lower half-plane. The upper right block $G_{12}=F$ pairs $c_i(t)$ with $c_j(0)$.

Q: Now derive the symmetry from $H$ alone.

A: First, $H$ is Hermitian: $D^\dagger=(D^T)^*=-D^*$, and $h^*$ is Hermitian along with $h$. If $Hv=zv$ with $v\neq0$, then $z\,v^\dagger v=v^\dagger Hv=(Hv)^\dagger v=z^*v^\dagger v$, so $z$ is real. For non-real $z$, therefore, $z-H$ is invertible.

Next, define the particle-hole transpose $\tau(M)$: transpose $M$, then exchange particles with holes. In blocks,
$$\tau(M)=\begin{pmatrix}M_{22}^T&M_{12}^T\\M_{21}^T&M_{11}^T\end{pmatrix}.$$
For our matrix the entries are $(-h^*)^T=-h$, $D^T=-D$, $(-D^*)^T=D^*$ and $h^T=h^*$, so $\tau(H)=-H$. Moreover $\tau(1)=1$ and $\tau(AB)=\tau(B)\tau(A)$. Apply $\tau$ to $G(z)(z-H)=1$:
$$(z+H)\,\tau(G(z))=1,\qquad\text{that is}\qquad(-z-H)\,[-\tau(G(z))]=1.$$
So $G(-z)=-\tau(G(z))$. The upper right block reads $F(-z)=-F(z)^T$. The upper left block reads $G_{11}(-z)=-G_{22}(z)^T$, or $G_{22}(z)=-G_{11}(-z)^T$.

Q: Then show me that the Lean version speaks of the same objects.

```lean
import Mathlib

open Matrix
open scoped ComplexOrder

namespace NambuGorkov

noncomputable section

variable {n : Type*}
```

A: The type `n` labels the spin-orbitals, and `n ⊕ n` is its disjoint union with itself: a left label is a particle, a right label a hole.

```lean
/-- The Bogoliubov–de Gennes matrix with one-body part `h` and pairing field `D`,
in the Nambu basis of particles followed by holes. -/
def bdg (h D : Matrix n n ℂ) : Matrix (n ⊕ n) (n ⊕ n) ℂ :=
  fromBlocks h D (-(D.map (starRingEnd ℂ))) (-(h.map (starRingEnd ℂ)))
```

Here `D.map (starRingEnd ℂ)` conjugates every entry without transposing, which is the $D^*$ above. The definition accepts any `h` and `D`; hermiticity and antisymmetry enter as hypotheses of the theorems.

```lean
/-- The Nambu–Gorkov function `G(z) = (z - H)⁻¹`, for `z` outside the spectrum of `H`. -/
def nambuG [Fintype n] [DecidableEq n] (h D : Matrix n n ℂ) (z : ℂ) :
    Matrix (n ⊕ n) (n ⊕ n) ℂ :=
  (z • (1 : Matrix (n ⊕ n) (n ⊕ n) ℂ) - bdg h D)⁻¹

/-- The anomalous function `F(z)`, the particle-hole block of `G(z)`,
for `z` outside the spectrum of `H`. -/
def anomalous [Fintype n] [DecidableEq n] (h D : Matrix n n ℂ) (z : ℂ) : Matrix n n ℂ :=
  (nambuG h D z).toBlocks₁₂
```

Q: That inverse is defined for every matrix. Could the symmetry hold merely because a meaningless inverse was inserted?

A: Mathlib does assign the value zero to the inverse of a singular matrix, which is why the main theorem also states $(z-H)G(z)=1$. The remaining definition is $\tau$.

```lean
/-- The particle-hole transpose: transpose a Nambu matrix and exchange particles with holes. -/
def phT (M : Matrix (n ⊕ n) (n ⊕ n) ℂ) : Matrix (n ⊕ n) (n ⊕ n) ℂ :=
  Mᵀ.submatrix (Equiv.sumComm n n) (Equiv.sumComm n n)
```

`Equiv.sumComm n n` swaps left and right labels, and `submatrix` reads the transposed matrix at the swapped labels.

Q: What does the main theorem say in words?

A: Let `h` be Hermitian (`hh`), let $D^T=-D$ (`hD`) and let $z$ have non-zero imaginary part (`hz`). Then four things hold together: $H$ is Hermitian, $G(z)$ inverts $z-H$, $G_{22}(z)=-G_{11}(-z)^T$, and $F(z)^T=-F(-z)$. The set of spin-orbitals is any finite one. With a single spin-orbital, antisymmetry forces $D=0$, and the last identity reads $0=0$.

Q: And what remains between this and my superconductor?

A: The identification of the matrix $(z-H)^{-1}$ with the correlation function of field operators. I derived it above from the equation of motion, but the Lean theorems start from the matrix. They also take $D$ as given, with no gap equation and no frequency-dependent self-energy.

Q: Fine. How does the proof begin?

A: With the two properties of $H$.

```lean
/-- For Hermitian `h` and antisymmetric `D` the Bogoliubov–de Gennes matrix is Hermitian. -/
theorem bdg_isHermitian {h D : Matrix n n ℂ} (hh : h.IsHermitian) (hD : Dᵀ = -D) :
    (bdg h D).IsHermitian := by
  have h1 : ∀ i j, starRingEnd ℂ (h j i) = h i j := fun i j => hh.apply i j
  have h2 : ∀ i j, D j i = -D i j := fun i j => congrFun (congrFun hD i) j
  ext (i | i) (j | j) <;> simp [bdg, h1 i j, h1 j i, h2 i j]

/-- For Hermitian `h` and antisymmetric `D` the particle-hole transpose reverses the sign
of the Bogoliubov–de Gennes matrix. -/
theorem phT_bdg {h D : Matrix n n ℂ} (hh : h.IsHermitian) (hD : Dᵀ = -D) :
    phT (bdg h D) = -bdg h D := by
  have h1 : ∀ i j, starRingEnd ℂ (h j i) = h i j := fun i j => hh.apply i j
  have h2 : ∀ i j, D j i = -D i j := fun i j => congrFun (congrFun hD i) j
  ext (i | i) (j | j) <;> simp [phT, bdg, h1 i j, h1 j i, h2 i j]
```

Both proofs compare entries. The line `ext (i | i) (j | j)` splits into the four blocks, and `simp` finishes each one using `h1`, which is $h_{ji}^*=h_{ij}$, and `h2`, which is $D_{ji}=-D_{ij}$.

Q: Where does non-real $z$ enter?

A: In the invertibility of $z-A$ for a Hermitian matrix $A$ of any finite size.

```lean
/-- For a Hermitian matrix `A` and non-real `z`, the matrix `z - A` is invertible. -/
theorem isUnit_det_sub {m : Type*} [Fintype m] [DecidableEq m] {A : Matrix m m ℂ}
    (hA : A.IsHermitian) {z : ℂ} (hz : z.im ≠ 0) :
    IsUnit (z • (1 : Matrix m m ℂ) - A).det := by
  rw [isUnit_iff_ne_zero]
  intro h0
  -- a singular `z - A` would give an eigenvector with eigenvalue `z`
  obtain ⟨v, hv, hAv⟩ := Matrix.exists_mulVec_eq_zero_iff.mpr h0
  have h1 : A *ᵥ v = z • v := by
    rw [Matrix.sub_mulVec, Matrix.smul_mulVec, Matrix.one_mulVec, sub_eq_zero] at hAv
    exact hAv.symm
  -- moving `A` to the other side of the scalar product shows that `z` is real
  have h2 : star v ⬝ᵥ (A *ᵥ v) = star (A *ᵥ v) ⬝ᵥ v := by
    rw [Matrix.star_mulVec, hA.eq, Matrix.dotProduct_mulVec]
  rw [h1, star_smul, dotProduct_smul, smul_dotProduct, smul_eq_mul, smul_eq_mul] at h2
  have h3 := mul_right_cancel₀ (mt dotProduct_star_self_eq_zero.mp hv) h2
  have h4 := congrArg Complex.im h3
  rw [Complex.star_def, Complex.conj_im] at h4
  exact hz (by linarith)
```

A vanishing determinant yields a non-zero vector `v` with $Av=zv$. Step `h2` moves $A$ across the scalar product, `h3` cancels the non-zero $v^\dagger v$ to leave an equality between $z$ and its conjugate, and comparing imaginary parts contradicts `hz`.

Q: And the transposed resolvent equation?

```lean
variable [Fintype n] [DecidableEq n]

/-- For Hermitian `h`, antisymmetric `D` and non-real `z`, the Nambu–Gorkov function at `-z`
is minus the particle-hole transpose of the one at `z`. -/
theorem nambuG_neg {h D : Matrix n n ℂ} (hh : h.IsHermitian) (hD : Dᵀ = -D)
    {z : ℂ} (hz : z.im ≠ 0) : nambuG h D (-z) = -phT (nambuG h D z) := by
  have hu := isUnit_det_sub (bdg_isHermitian hh hD) hz
  have hone : phT (1 : Matrix (n ⊕ n) (n ⊕ n) ℂ) = 1 := by
    rw [phT, Matrix.transpose_one, Matrix.submatrix_one_equiv]
  have hmul : ∀ M N : Matrix (n ⊕ n) (n ⊕ n) ℂ, phT (M * N) = phT N * phT M := by
    intro M N
    simp only [phT, Matrix.transpose_mul, Matrix.submatrix_mul_equiv]
  have hK : phT (z • (1 : Matrix (n ⊕ n) (n ⊕ n) ℂ) - bdg h D)
      = -((-z) • (1 : Matrix (n ⊕ n) (n ⊕ n) ℂ) - bdg h D) := by
    have e : phT (z • (1 : Matrix (n ⊕ n) (n ⊕ n) ℂ) - bdg h D)
        = z • phT (1 : Matrix (n ⊕ n) (n ⊕ n) ℂ) - phT (bdg h D) := rfl
    rw [e, hone, phT_bdg hh hD]
    module
  -- the particle-hole transpose of `G(z) (z - H) = 1`
  have h1 : phT (z • (1 : Matrix (n ⊕ n) (n ⊕ n) ℂ) - bdg h D) * phT (nambuG h D z) = 1 := by
    rw [← hmul, nambuG, Matrix.nonsing_inv_mul _ hu, hone]
  rw [hK] at h1
  exact Matrix.inv_eq_right_inv (by rw [mul_neg, ← neg_mul]; exact h1)
```

A: The names follow the derivation: `hone` is $\tau(1)=1$, `hmul` is the reversal of products, `hK` is $\tau(z-H)=-(-z-H)$, and `h1` is the transposed equation. The last line uses `Matrix.inv_eq_right_inv`: a matrix that multiplies $-z-H$ from the right to give 1 is its inverse.

Q: The reversal of products is where I would look for a gap. Transposition reverses a product, but you also relabel the states.

A: That is the job of `Matrix.submatrix_mul_equiv`. A matrix product sums over an intermediate index. If the columns of the first factor and the rows of the second are relabelled by the same bijection, the sum has the same terms in another order. The lemma expresses this by requiring the inner relabelling to be an equivalence, a map with an inverse, so that no intermediate state is lost or counted twice. The particle-hole swap is one, so `simp` needs only this lemma and `Matrix.transpose_mul`.

Q: So the main theorem only has to read off blocks?

```lean
/-- For Hermitian `h`, antisymmetric `D` and non-real `z`, the matrix `H` is Hermitian, `G(z)`
inverts `z - H`, the hole block is `G₂₂(z) = -G₁₁(-z)ᵀ`, and the anomalous function has the
fermionic symmetry `F(z)ᵀ = -F(-z)`. -/
theorem nambu_gorkov_symmetry {h D : Matrix n n ℂ} (hh : h.IsHermitian) (hD : Dᵀ = -D)
    {z : ℂ} (hz : z.im ≠ 0) :
    (bdg h D).IsHermitian ∧
    (z • (1 : Matrix (n ⊕ n) (n ⊕ n) ℂ) - bdg h D) * nambuG h D z = 1 ∧
    (nambuG h D z).toBlocks₂₂ = -((nambuG h D (-z)).toBlocks₁₁)ᵀ ∧
    (anomalous h D z)ᵀ = -anomalous h D (-z) := by
  have hH := bdg_isHermitian hh hD
  refine ⟨hH, Matrix.mul_nonsing_inv _ (isUnit_det_sub hH hz), ?_, ?_⟩
  · rw [nambuG_neg hh hD hz]
    ext i j
    simp [phT, toBlocks₁₁, toBlocks₂₂]
  · rw [anomalous, anomalous, nambuG_neg hh hD hz]
    ext i j
    simp [phT, toBlocks₁₂]
```

A: Yes. The first two parts are the hermiticity and invertibility results. For the other two, the proof replaces $G(-z)$ by $-\tau(G(z))$ and compares entries.

Q: Back to my symmetric part. Is it really odd in $z$?

```lean
/-- For Hermitian `h`, antisymmetric `D` and non-real `z`, the part of `F` symmetric in the
orbitals is odd in `z`, and the part antisymmetric in the orbitals is even in `z`. -/
theorem anomalous_parity {h D : Matrix n n ℂ} (hh : h.IsHermitian) (hD : Dᵀ = -D)
    {z : ℂ} (hz : z.im ≠ 0) :
    anomalous h D (-z) + (anomalous h D (-z))ᵀ = -(anomalous h D z + (anomalous h D z)ᵀ) ∧
    anomalous h D (-z) - (anomalous h D (-z))ᵀ = anomalous h D z - (anomalous h D z)ᵀ := by
  have h1 := (nambu_gorkov_symmetry hh hD hz).2.2.2
  have h2 := (nambu_gorkov_symmetry hh hD (z := -z) (by simpa using hz)).2.2.2
  rw [neg_neg] at h2
  rw [h1, h2]
  constructor <;> abel
```

A: It is. The theorem uses $F+F^T$ and $F-F^T$; half of each is the usual symmetric or antisymmetric part. The proof applies the symmetry at $z$ and at $-z$ and rearranges. The orbitals in its docstring are the spin-orbitals, so exchanging them also exchanges the spins. This is how a pairing amplitude that is even under exchange of all labels can occur in this mean-field model: it must be odd in frequency.

Q: Can I see one that isn't zero?

A: Take two levels with real energies $a$ and $b$, and real pairing $D_{01}=d=-D_{10}$. Particle 0 couples only to hole 1, and particle 1 only to hole 0, so $z-H$ splits into
$$\begin{pmatrix}z-a&-d\\-d&z+b\end{pmatrix}\quad\text{and}\quad\begin{pmatrix}z-b&d\\d&z+a\end{pmatrix}.$$
Inverting each one gives
$$F_{01}=\frac{d}{(z-a)(z+b)-d^2},\qquad F_{10}=\frac{-d}{(z-b)(z+a)-d^2}.$$

Q: Provided the denominators don't vanish.

A: Write $z=x+iy$ with $y\neq0$. The imaginary part of the first denominator is $y(2x+b-a)$, which vanishes only at $x=(a-b)/2$. There the real part is $-(a+b)^2/4-y^2-d^2<0$. The second denominator follows by exchanging $a$ and $b$.

```lean
/-- For real `a`, `b`, `d` and non-real `z`, the pair denominator `(z - a)(z + b) - d²`
does not vanish. -/
theorem pair_denominator_ne_zero (a b d : ℝ) {z : ℂ} (hz : z.im ≠ 0) :
    (z - a) * (z + b) - (d : ℂ) ^ 2 ≠ 0 := by
  intro h
  have hr := congrArg Complex.re h
  have hi := congrArg Complex.im h
  simp only [pow_two, Complex.sub_re, Complex.sub_im, Complex.mul_re, Complex.mul_im,
    Complex.add_re, Complex.add_im, Complex.ofReal_re, Complex.ofReal_im,
    Complex.zero_re, Complex.zero_im] at hr hi
  -- the imaginary part fixes `Re z`, and then the real part is negative
  have hx : z.re = (a - b) / 2 := by
    apply mul_left_cancel₀ hz
    linarith
  rw [hx] at hr
  have hpos : 0 < z.im ^ 2 := by positivity
  nlinarith [sq_nonneg (a + b), sq_nonneg d]
```

The proof takes the same route: `hx` fixes $x$, and `nlinarith` finds the contradiction from the squares.

```lean
/-- Two levels with real energies `a`, `b` and real pairing `d` between them: the anomalous
function at non-real `z` in closed form. -/
theorem anomalous_two_level (a b d : ℝ) {z : ℂ} (hz : z.im ≠ 0) :
    anomalous !![(a : ℂ), 0; 0, (b : ℂ)] !![0, (d : ℂ); -(d : ℂ), 0] z =
      !![0, (d : ℂ) / ((z - a) * (z + b) - (d : ℂ) ^ 2);
         -((d : ℂ) / ((z - b) * (z + a) - (d : ℂ) ^ 2)), 0] := by
  have hp := mul_inv_cancel₀ (pair_denominator_ne_zero a b d hz)
  have hq := mul_inv_cancel₀ (pair_denominator_ne_zero b a d hz)
  rw [div_eq_mul_inv, div_eq_mul_inv]
  generalize ((z - a) * (z + b) - (d : ℂ) ^ 2)⁻¹ = p at hp ⊢
  generalize ((z - b) * (z + a) - (d : ℂ) ^ 2)⁻¹ = q at hq ⊢
  have hK : z • (1 : Matrix (Fin 2 ⊕ Fin 2) (Fin 2 ⊕ Fin 2) ℂ)
      - bdg !![(a : ℂ), 0; 0, (b : ℂ)] !![0, (d : ℂ); -(d : ℂ), 0]
      = fromBlocks !![z - a, 0; 0, z - b] !![0, -(d : ℂ); (d : ℂ), 0]
          !![0, (d : ℂ); -(d : ℂ), 0] !![z + a, 0; 0, z + b] := by
    ext (i | i) (j | j) <;> fin_cases i <;> fin_cases j <;> simp [bdg]
  -- the full inverse, built from two decoupled 2 × 2 problems
  have hG : nambuG !![(a : ℂ), 0; 0, (b : ℂ)] !![0, (d : ℂ); -(d : ℂ), 0] z
      = fromBlocks !![(z + b) * p, 0; 0, (z + a) * q] !![0, (d : ℂ) * p; -((d : ℂ) * q), 0]
          !![0, -((d : ℂ) * q); (d : ℂ) * p, 0] !![(z - b) * q, 0; 0, (z - a) * p] := by
    apply Matrix.inv_eq_right_inv
    rw [hK, fromBlocks_multiply, ← fromBlocks_one]
    congr 1 <;> ext i j <;> fin_cases i <;> fin_cases j <;>
      simp <;>
      first | ring1 | linear_combination hp | linear_combination hq
  rw [anomalous, hG, toBlocks_fromBlocks₁₂]

end

end NambuGorkov
```

In this last proof, `p` and `q` stand for the inverse denominators. The proof writes down the full $4\times4$ inverse, multiplies it by $z-H$, and uses `hp` and `hq` to reduce the product to the identity.

```lean
#print axioms NambuGorkov.nambu_gorkov_symmetry
#print axioms NambuGorkov.anomalous_parity
#print axioms NambuGorkov.anomalous_two_level
```

```
'NambuGorkov.nambu_gorkov_symmetry' depends on axioms: [propext, Classical.choice, Quot.sound]
'NambuGorkov.anomalous_parity' depends on axioms: [propext, Classical.choice, Quot.sound]
'NambuGorkov.anomalous_two_level' depends on axioms: [propext, Classical.choice, Quot.sound]
```

Q: How would I meet the symmetry in an actual calculation?

A: The thermal pair averages $\langle c_jc_i\rangle$ of this mean-field model can be found by diagonalising $H$, or as $k_BT$ times the sum of $F_{ij}(z)$ over the fermionic Matsubara frequencies $z=i\omega_n$, none of which is zero. If you choose the sum, you can invert $z-H$ for $\omega_n>0$ only and obtain $F$ at the negative frequencies from $F(-i\omega_n)=-F(i\omega_n)^T$. For the two levels, in units where $a=1$, $b=0$, $d=1$, the inversion at $z=i$ gives
$$F_{01}(i)=\frac{-2+i}{5},\qquad F_{10}(i)=\frac{2+i}{5}.$$
Without a second inversion, $F_{01}(-i)=-F_{10}(i)=(-2-i)/5$ and $F_{10}(-i)=-F_{01}(i)=(2-i)/5$. The sum $F_{01}+F_{10}$ changes from $2i/5$ to $-2i/5$, while the difference $F_{01}-F_{10}$ stays at $-4/5$.

Q: And if my two levels are degenerate?

A: For $a=b$ the two denominators coincide and $F_{10}=-F_{01}$, the antisymmetry you first expected. If the levels are the spin-up and spin-down states of one orbital, a magnetic field along the spin axis splits them, and for $d\neq0$ the odd symmetric part then appears.
